# Two-sided bounds on the energy error from the preconditioned residual, for a positive definite matrix and a spectrally equivalent preconditioner

Q: My solver for \(Ax=b\) once stopped at a residual of length \(10^{-3}\), and the answer was useless. The matrix had an eigenvalue \(10^{-6}\) and the residual pointed along its eigenvector, so the error had length \(10^{3}\). What does your theorem say about that situation?

A: It replaces the plain residual length by a quantity that controls the error, provided the preconditioner resembles the matrix. Let \(A\) and \(P\) be real symmetric positive definite matrices, write \(\langle u,v\rangle=u^{T}v\), and suppose that for all \(y\)
\[
c\,\langle y,Py\rangle\le\langle y,Ay\rangle\le C\,\langle y,Py\rangle ,\qquad 0<c\le C .
\]
For an approximation \(z\) to the solution \(x\), put \(r=b-Az\). Then
\[
\frac{\langle r,P^{-1}r\rangle}{C}\le\langle x-z,A(x-z)\rangle\le\frac{\langle r,P^{-1}r\rangle}{c}.
\]
In your example with \(P=I\), the constant \(c\) is at most \(10^{-6}\), so the upper bound is at least 1. The error energy was exactly 1, and the bound would have warned you.

Q: Why measure the error with \(A\)?

A: Because \(x\) minimises \(J(z)=\tfrac12\langle z,Az\rangle-\langle b,z\rangle\), and \(J(z)-J(x)=\tfrac12\langle x-z,A(x-z)\rangle\). If \(J\) is a physical energy, as for induced dipoles in a linear polarisable model with a positive definite interaction matrix, the bounded quantity is twice the error of the energy evaluated as \(J(z)\). The shortcut \(-\tfrac12\langle b,z\rangle\) agrees with \(J\) at the exact solution but differs from \(J(z)\) by \(\tfrac12\langle z,r\rangle\), so the statement does not carry over to it unless that term vanishes. The same bound applies to an inner solve with \(H-\sigma\) in an eigensolver, for a finite real symmetric \(H\) and a shift \(\sigma\) below its lowest eigenvalue; it controls the error of that linear solve, not of the eigenvalue.

Q: Derive it for me without square roots of matrices.

A: Let \(e=x-z\), \(w=P^{-1}r\), \(E=\langle e,Ae\rangle\) and \(\eta=\langle r,P^{-1}r\rangle\). Since \(b=Ax\), we have \(r=Ae\), hence \(Pw=Ae\) and \(\eta=\langle w,Pw\rangle\).

For the upper bound, expand a non-negative \(P\)-energy:
\[
0\le\langle w-ce,P(w-ce)\rangle=\eta-2c\langle e,Pw\rangle+c^{2}\langle e,Pe\rangle .
\]
Here \(\langle e,Pw\rangle=\langle e,Ae\rangle=E\), and \(c^{2}\langle e,Pe\rangle\le cE\) by the comparison. So \(0\le\eta-cE\), which is \(E\le\eta/c\).

For the lower bound, expand an \(A\)-energy:
\[
0\le\langle w-Ce,A(w-Ce)\rangle=\langle w,Aw\rangle-2C\langle e,Aw\rangle+C^{2}E .
\]
By symmetry \(\langle e,Aw\rangle=\langle w,Ae\rangle=\langle w,Pw\rangle=\eta\), and \(\langle w,Aw\rangle\le C\eta\). So \(0\le -C\eta+C^{2}E\), and dividing by \(C^2\) gives \(\eta/C\le E\).

Q: Now the Lean version. What are the vectors and matrices there?

A: The finite type `n` labels the basis functions or grid points. A vector is a function `n → ℝ`, and a matrix has real entries indexed by `n` twice.

```lean
import Mathlib

open Matrix

namespace PreconditionedErrorEstimator

noncomputable section

variable {n : Type*} [Fintype n]
```

The quadratic form is `energy`. It has no factor \(\tfrac12\), and for a positive definite matrix it is a squared norm.

```lean
/-- The quadratic form `⟨y, M y⟩` of a real matrix `M`. -/
def energy (M : Matrix n n ℝ) (y : n → ℝ) : ℝ := y ⬝ᵥ (M *ᵥ y)
```

The residual has the sign convention \(b-Az\).

```lean
/-- The residual `b - A z` of an approximate solution `z`. -/
def residual (A : Matrix n n ℝ) (b z : n → ℝ) : n → ℝ := b - A *ᵥ z
```

The comparison of \(A\) with \(P\) is a definition with both constants as arguments.

```lean
/-- The quadratic forms of `A` and `P` are comparable with constants `c` and `C`. -/
def SpectrallyEquivalent (A P : Matrix n n ℝ) (c C : ℝ) : Prop :=
  ∀ y, c * energy P y ≤ energy A y ∧ energy A y ≤ C * energy P y
```

Q: So the quality of my preconditioner is simply assumed?

A: Yes. The constants \(c\) and \(C\) stand for how well \(P\) reproduces the stiffness of \(A\) in every direction: \(c\) limits how much softer \(A\) may be than \(P\), and \(C\) how much stiffer. You must obtain them from your own problem. If all you have is an estimate of \(c\) that is too large, the upper bound can fail.

Q: Which parts of the derivation need their own lemmas?

A: First, the residual is \(A\) applied to the error. The hypothesis `hx` says that `x` solves the system exactly.

```lean
/-- The residual is the matrix `A` applied to the error `x - z`. -/
theorem residual_eq {A : Matrix n n ℝ} {b x : n → ℝ} (hx : A *ᵥ x = b) (z : n → ℝ) :
    residual A b z = A *ᵥ (x - z) := by
  rw [residual, Matrix.mulVec_sub, hx]
```

Next comes the symmetry \(\langle u,Mv\rangle=\langle v,Mu\rangle\). Mathlib's `PosDef` includes the Hermitian property, which for real entries means that the matrix equals its transpose.

```lean
/-- A positive definite real matrix can be moved from one side of the dot product to the other. -/
theorem dot_mulVec_comm {M : Matrix n n ℝ} (hM : M.PosDef) (u v : n → ℝ) :
    u ⬝ᵥ (M *ᵥ v) = v ⬝ᵥ (M *ᵥ u) := by
  have h : Mᵀ = M := by
    have h := hM.isHermitian.eq
    rwa [Matrix.conjTranspose_eq_transpose_of_trivial] at h
  rw [Matrix.dotProduct_mulVec, ← Matrix.mulVec_transpose, h, dotProduct_comm]
```

The following lemma is the expansion used in both halves of the argument, for a general positive definite \(M\), vectors \(u,v\) and real \(t\). Symmetry merges the two cross terms into one.

```lean
/-- The energy of `u - t v` is non-negative, written out as a quadratic polynomial in `t`. -/
theorem energy_expansion_nonneg {M : Matrix n n ℝ} (hM : M.PosDef) (u v : n → ℝ) (t : ℝ) :
    0 ≤ energy M u - 2 * t * (v ⬝ᵥ (M *ᵥ u)) + t ^ 2 * energy M v := by
  have h0 : 0 ≤ energy M (u - t • v) := by
    simpa [energy] using hM.posSemidef.dotProduct_mulVec_nonneg (u - t • v)
  have h1 : energy M (u - t • v)
      = energy M u - 2 * t * (v ⬝ᵥ (M *ᵥ u)) + t ^ 2 * energy M v := by
    simp only [energy, Matrix.mulVec_sub, Matrix.mulVec_smul, sub_dotProduct, dotProduct_sub,
      smul_dotProduct, dotProduct_smul, smul_eq_mul]
    linear_combination (-t) * dot_mulVec_comm hM u v
  rwa [h1] at h0
```

Q: And the inverse? I would be unhappy if \(P^{-1}\) were just a symbol.

A: The estimator \(\eta\) is written with the matrix inverse.

```lean
variable [DecidableEq n]

/-- The quantity `⟨r, P⁻¹ r⟩`. For positive definite `P` it is the preconditioned norm squared of
`r`. -/
def estimator (P : Matrix n n ℝ) (r : n → ℝ) : ℝ := r ⬝ᵥ (P⁻¹ *ᵥ r)
```

Positive definiteness makes the matrix invertible, and the next two lemmas extract what is needed: applying \(M\) after \(M^{-1}\), or \(M^{-1}\) after \(M\), returns the vector.

```lean
private theorem mulVec_inv {M : Matrix n n ℝ} (hM : M.PosDef) (r : n → ℝ) :
    M *ᵥ (M⁻¹ *ᵥ r) = r := by
  rw [Matrix.mulVec_mulVec,
    Matrix.mul_nonsing_inv _ ((Matrix.isUnit_iff_isUnit_det M).1 hM.isUnit), Matrix.one_mulVec]

private theorem inv_mulVec {M : Matrix n n ℝ} (hM : M.PosDef) (r : n → ℝ) :
    M⁻¹ *ᵥ (M *ᵥ r) = r := by
  rw [Matrix.mulVec_mulVec,
    Matrix.nonsing_inv_mul _ ((Matrix.isUnit_iff_isUnit_det M).1 hM.isUnit), Matrix.one_mulVec]
```

The first of them gives the identity \(\eta=\langle w,Pw\rangle\) with \(w=P^{-1}r\).

```lean
private theorem estimator_eq {P : Matrix n n ℝ} (hP : P.PosDef) (r : n → ℝ) :
    estimator P r = energy P (P⁻¹ *ᵥ r) := by
  unfold estimator energy
  rw [mulVec_inv hP, dotProduct_comm]
```

Q: Show me the theorem itself.

A: Read `error_bounds` as follows. Given positive definite `A` and `P`, constants with \(0<c\le C\), the comparison `h`, and an exact solution `x`, both inequalities hold for every `z`. Nothing is assumed about how `z` was produced.

```lean
/-- Preconditioned error estimator: the energy of the error lies between the preconditioned
residual norm squared divided by `C` and the same quantity divided by `c`. -/
theorem error_bounds {A P : Matrix n n ℝ} (hA : A.PosDef) (hP : P.PosDef) {c C : ℝ}
    (hc : 0 < c) (hcC : c ≤ C) (h : SpectrallyEquivalent A P c C)
    {b x : n → ℝ} (hx : A *ᵥ x = b) (z : n → ℝ) :
    estimator P (residual A b z) / C ≤ energy A (x - z) ∧
      energy A (x - z) ≤ estimator P (residual A b z) / c := by
  have hC : 0 < C := lt_of_lt_of_le hc hcC
  rw [residual_eq hx, estimator_eq hP]
  generalize x - z = e
  -- `w` is the preconditioned residual, so `P w = A e`
  obtain ⟨w, hw⟩ : ∃ w, w = P⁻¹ *ᵥ (A *ᵥ e) := ⟨_, rfl⟩
  have hPw : P *ᵥ w = A *ᵥ e := by rw [hw, mulVec_inv hP]
  rw [← hw]
  constructor
  · -- expand the `A`-energy of `w - C e`
    have h1 := energy_expansion_nonneg hA w e C
    have h2 : e ⬝ᵥ (A *ᵥ w) = energy P w := by
      rw [dot_mulVec_comm hA, ← hPw, energy]
    rw [h2] at h1
    have h3 := (h w).2
    rw [div_le_iff₀ hC]
    refine le_of_mul_le_mul_left ?_ hC
    nlinarith
  · -- expand the `P`-energy of `w - c e`
    have h1 := energy_expansion_nonneg hP w e c
    have h2 : e ⬝ᵥ (P *ᵥ w) = energy A e := by rw [hPw, energy]
    rw [h2] at h1
    have h3 := mul_le_mul_of_nonneg_left (h e).1 hc.le
    rw [le_div_iff₀ hc]
    nlinarith
```

The proof names the error `e` and the preconditioned residual `w`, and records \(Pw=Ae\) as `hPw`. The first half proves the lower bound from the \(A\)-energy of \(w-Ce\), the second the upper bound from the \(P\)-energy of \(w-ce\). In each, `h2` evaluates the cross term, `h3` supplies the comparison, and `nlinarith` combines the inequalities. The assumption \(c\le C\) serves only to make \(C\) positive.

Q: Could a weaker relation between \(A\) and \(P\) give the same bounds?

A: Not with the same constants. If the bounds hold for all \(x\) and \(z\), the comparison follows.

For its lower half, take any \(y\) and choose \(e\) with \(Ae=Py\). With solution \(e\) and approximation 0, the residual is \(Py\) and the estimator is \(\langle y,Py\rangle\), so the assumed upper error bound reads \(c\langle e,Ae\rangle\le\langle y,Py\rangle\). Since \(\langle e,Ay\rangle=\langle y,Py\rangle\),
\[
0\le\langle y-ce,A(y-ce)\rangle\le\langle y,Ay\rangle-2c\langle y,Py\rangle+c\langle y,Py\rangle ,
\]
which gives \(c\langle y,Py\rangle\le\langle y,Ay\rangle\).

For the upper half, take \(y\) itself as the error and \(w=P^{-1}Ay\). The assumed lower error bound says \(\langle w,Pw\rangle\le C\langle y,Ay\rangle\), so
\[
0\le\langle w-Cy,P(w-Cy)\rangle\le C\langle y,Ay\rangle-2C\langle y,Ay\rangle+C^{2}\langle y,Py\rangle ,
\]
and \(\langle y,Ay\rangle\le C\langle y,Py\rangle\). The Lean proof makes the same two choices of test error.

```lean
/-- The two-sided error bounds hold for every solution `x` and approximation `z` exactly when
`A` and `P` are spectrally equivalent with the same constants. -/
theorem error_bounds_iff {A P : Matrix n n ℝ} (hA : A.PosDef) (hP : P.PosDef) {c C : ℝ}
    (hc : 0 < c) (hcC : c ≤ C) :
    (∀ x z, estimator P (residual A (A *ᵥ x) z) / C ≤ energy A (x - z) ∧
      energy A (x - z) ≤ estimator P (residual A (A *ᵥ x) z) / c) ↔
    SpectrallyEquivalent A P c C := by
  refine ⟨fun h y => ?_, fun h x z => error_bounds hA hP hc hcC h rfl z⟩
  have hC : 0 < C := lt_of_lt_of_le hc hcC
  constructor
  · -- test with the error `e` whose residual is `P y`
    obtain ⟨e, he⟩ : ∃ e, A *ᵥ e = P *ᵥ y := ⟨A⁻¹ *ᵥ (P *ᵥ y), mulVec_inv hA _⟩
    have h1 := (h e 0).2
    rw [residual_eq rfl, sub_zero, he, estimator_eq hP, inv_mulVec hP, le_div_iff₀ hc] at h1
    have h2 := energy_expansion_nonneg hA y e c
    have h3 : e ⬝ᵥ (A *ᵥ y) = energy P y := by rw [dot_mulVec_comm hA, he, energy]
    rw [h3] at h2
    have h4 := mul_le_mul_of_nonneg_left h1 hc.le
    nlinarith
  · -- test with the error `y` itself
    have h1 := (h y 0).1
    rw [residual_eq rfl, sub_zero, estimator_eq hP, div_le_iff₀ hC] at h1
    have h2 := energy_expansion_nonneg hP (P⁻¹ *ᵥ (A *ᵥ y)) y C
    have h3 : y ⬝ᵥ (P *ᵥ (P⁻¹ *ᵥ (A *ᵥ y))) = energy A y := by rw [mulVec_inv hP, energy]
    rw [h3] at h2
    refine le_of_mul_le_mul_left ?_ hC
    nlinarith
```

Q: Are the bounds ever attained?

A: Suppose the error satisfies \(Ae=\mu Pe\). Then \(P^{-1}r=\mu e\), so \(\eta=\langle Ae,\mu e\rangle=\mu E\). With \(\mu=c\) the upper bound becomes an equality, and with \(\mu=C\) the lower one does. A nonzero error of this kind exists when \(c\) is the smallest, or \(C\) the largest, value of \(\mu\) for which \(Ae=\mu Pe\) has a nonzero solution, that is, when the constant is the best possible one.

```lean
/-- If the error is a generalized eigenvector, `A (x - z) = μ P (x - z)`, then the estimator
equals `μ` times the energy of the error. -/
theorem estimator_of_eigenvector {A P : Matrix n n ℝ} (hP : P.PosDef) {μ : ℝ}
    {b x z : n → ℝ} (hx : A *ᵥ x = b) (hμ : A *ᵥ (x - z) = μ • (P *ᵥ (x - z))) :
    estimator P (residual A b z) = μ * energy A (x - z) := by
  rw [residual_eq hx, estimator, energy]
  have h : P⁻¹ *ᵥ (A *ᵥ (x - z)) = μ • (x - z) := by
    rw [hμ, Matrix.mulVec_smul, inv_mulVec hP]
  rw [h, dotProduct_smul, smul_eq_mul, dotProduct_comm]
```

Q: In practice I stop when the estimator has fallen by some factor since the start. What does that buy me?

A: Let \(\eta_0,\eta_1\) and \(E_0,E_1\) belong to the approximations \(z_0,z_1\), and suppose \(\eta_1\le\varepsilon\eta_0\) with \(\varepsilon\ge0\). Then
\[
E_1\le\frac{\eta_1}{c}\le\frac{\varepsilon\,\eta_0}{c}\le\frac{C}{c}\,\varepsilon\,E_0 .
\]
The proof chains the upper bound at \(z_1\) with the lower bound at \(z_0\). These are squared norms, so the energy norm of the error carries the factor \(\sqrt{(C/c)\,\varepsilon}\). For a nonzero initial error, this bound guarantees a reduction when \((C/c)\,\varepsilon<1\); otherwise it doesn't exclude that the error has stayed the same or grown.

```lean
/-- Relative stopping criterion: if the estimator at `z₁` is at most `ε` times its value at `z₀`,
the energy of the error at `z₁` is at most `(C / c) ε` times its value at `z₀`. -/
theorem relative_stopping {A P : Matrix n n ℝ} (hA : A.PosDef) (hP : P.PosDef) {c C ε : ℝ}
    (hc : 0 < c) (hcC : c ≤ C) (h : SpectrallyEquivalent A P c C) (hε : 0 ≤ ε)
    {b x z₀ z₁ : n → ℝ} (hx : A *ᵥ x = b)
    (hstop : estimator P (residual A b z₁) ≤ ε * estimator P (residual A b z₀)) :
    energy A (x - z₁) ≤ C / c * ε * energy A (x - z₀) := by
  have h0 := (error_bounds hA hP hc hcC h hx z₀).1
  have h1 := (error_bounds hA hP hc hcC h hx z₁).2
  rw [div_le_iff₀ (lt_of_lt_of_le hc hcC)] at h0
  rw [le_div_iff₀ hc] at h1
  have h2 := mul_le_mul_of_nonneg_left h0 hε
  have h3 : C / c * ε * energy A (x - z₀) = ε * (energy A (x - z₀) * C) / c := by ring
  rw [h3, le_div_iff₀ hc]
  linarith
```

Preconditioned conjugate gradients already computes \(\langle r,P^{-1}r\rangle\) in each iteration, so the test costs almost nothing extra. The theorem concerns the true residual in exact arithmetic, though, and a residual updated recursively in floating point can drift away from it.

Q: Give me one case with numbers, with a matrix that isn't diagonal.

A: Take
\[
A=\begin{pmatrix}2&1\\1&5\end{pmatrix},\qquad P=\begin{pmatrix}2&0\\0&5\end{pmatrix},
\]
so that \(P\) is the Jacobi preconditioner. Both matrices belong to a family with off-diagonal entry \(k\), where \(k^2\le1\). For \(v=(v_0,v_1)\), twice the quadratic form is \((2v_0+kv_1)^2+(10-k^2)v_1^2\), which is positive unless \(v=0\). The lemma treats \(v_1=0\) and \(v_1\ne0\) separately.

```lean
private theorem posDef_two {k : ℝ} (hk : k ^ 2 ≤ 1) :
    (!![2, k; k, 5] : Matrix (Fin 2) (Fin 2) ℝ).PosDef := by
  rw [Matrix.posDef_iff_dotProduct_mulVec]
  refine ⟨?_, ?_⟩
  · ext i j
    fin_cases i <;> fin_cases j <;> simp
  · intro v hv
    have hq : star v ⬝ᵥ ((!![2, k; k, 5] : Matrix (Fin 2) (Fin 2) ℝ) *ᵥ v)
        = 2 * v 0 ^ 2 + 2 * k * v 0 * v 1 + 5 * v 1 ^ 2 := by
      simp [Matrix.mulVec, dotProduct, Fin.sum_univ_succ]
      ring
    rw [hq]
    by_cases h1 : v 1 = 0
    · have h0 : v 0 ≠ 0 := by
        intro h0
        apply hv
        ext i
        fin_cases i
        · exact h0
        · exact h1
      rw [h1]
      have := pow_pos (abs_pos.2 h0) 2
      rw [sq_abs] at this
      nlinarith
    · have h2 := pow_pos (abs_pos.2 h1) 2
      rw [sq_abs] at h2
      nlinarith [sq_nonneg (2 * v 0 + k * v 1), mul_nonneg (sub_nonneg.2 hk) h2.le]
```

The constants \(c=\tfrac12\) and \(C=\tfrac32\) work, because
\[
\langle y,Ay\rangle-\tfrac12\langle y,Py\rangle=(y_0+y_1)^2+\tfrac32y_1^2,
\]
\[
\tfrac32\langle y,Py\rangle-\langle y,Ay\rangle=(y_0-y_1)^2+\tfrac32y_1^2 .
\]
These squares are the hints passed to `nlinarith`.

```lean
/-- A coupled two-by-two matrix and its diagonal part are positive definite and spectrally
equivalent with constants `1/2` and `3/2`. -/
theorem jacobi_witness :
    (!![2, 1; 1, 5] : Matrix (Fin 2) (Fin 2) ℝ).PosDef ∧
    (!![2, 0; 0, 5] : Matrix (Fin 2) (Fin 2) ℝ).PosDef ∧
    SpectrallyEquivalent !![2, 1; 1, 5] !![2, 0; 0, 5] (1 / 2) (3 / 2) := by
  refine ⟨posDef_two (by norm_num), posDef_two (by norm_num), fun y => ?_⟩
  have hq (k : ℝ) : energy !![2, k; k, 5] y
      = 2 * y 0 ^ 2 + 2 * k * y 0 * y 1 + 5 * y 1 ^ 2 := by
    simp [energy, Matrix.mulVec, dotProduct, Fin.sum_univ_succ]
    ring
  rw [hq 1, hq 0]
  constructor
  · nlinarith [sq_nonneg (y 0 + y 1), sq_nonneg (y 1)]
  · nlinarith [sq_nonneg (y 0 - y 1), sq_nonneg (y 1)]

end

end PreconditionedErrorEstimator
```

```lean
#print axioms PreconditionedErrorEstimator.error_bounds_iff
#print axioms PreconditionedErrorEstimator.estimator_of_eigenvector
#print axioms PreconditionedErrorEstimator.relative_stopping
```

```
'PreconditionedErrorEstimator.error_bounds_iff' depends on axioms: [propext, Classical.choice, Quot.sound]
'PreconditionedErrorEstimator.estimator_of_eigenvector' depends on axioms: [propext, Classical.choice, Quot.sound]
'PreconditionedErrorEstimator.relative_stopping' depends on axioms: [propext, Classical.choice, Quot.sound]
```

Now let \(x=(1,1)\), so \(b=(3,6)\), and start from \(z=0\). The residual is \((3,6)\), and
\[
\eta=\frac{9}{2}+\frac{36}{5}=11.7,\qquad E=2+2+5=9 .
\]
The bounds give \(7.8\le9\le23.4\).

Q: My last objection is that my matrices are complex Hermitian, because I work with Bloch functions at a general \(k\)-point.

A: Then this statement doesn't apply to them directly. It could have been modelled over the complex numbers, with Hermitian \(A\) and \(P\) and the energy defined as the real part of \(y^{\dagger}My\). Exchanging the two vectors in a product would then produce a complex conjugate, and the cross term in the expansion would become twice a real part. The argument would keep its shape, since the cross terms it needs are themselves energies and hence real. The real version has simpler definitions and covers positive definite matrices that are real in the chosen basis, such as \(H-\sigma\) for a real Hamiltonian in a real orthonormal basis with \(\sigma\) below the lowest eigenvalue. In either version an indefinite matrix, such as \(H-\sigma\) with \(\sigma\) inside the spectrum, would need a different measure of error, because \(\langle e,Ae\rangle\) can then vanish for a nonzero error.
